# A finite real matrix in detailed balance with positive weights has only real eigenvalues

A Metropolis simulation samples configurations $x$ with Boltzmann weights $p(x)$. Successive samples are correlated, and the transition matrix $P$ determines how the correlations fade. If $P(x,y)$ is the probability of stepping from $x$ to $y$, the expected value of an observable $f$ one step after $x$ is

$$(Pf)(x)=\sum_y P(x,y)f(y).$$

An eigenvector of $P$ with eigenvalue $\mu$ is multiplied by $\mu^t$ after $t$ steps. A non-real $\mu$ gives a rotating phase, while a real one gives at most an alternating sign. Does detailed balance exclude the rotation? On a finite state space with positive weights, it does.

The states form a finite type `n`, observables are functions on `n`, and $Pf$ is written `P *ᵥ f`.

In Lean 4 with Mathlib:

```lean
import Mathlib

open Matrix
open scoped ComplexConjugate

namespace ReversibleChainSpectrum

noncomputable section

variable {n : Type*} [Fintype n]
```

Detailed balance says that in equilibrium the probability flow from $x$ to $y$ equals the flow back:

$$p(x)P(x,y)=p(y)P(y,x).$$

```lean
/-- Detailed balance: the weighted flow from `x` to `y` equals the flow from `y` to `x`. -/
def DetailedBalance {R : Type*} [CommRing R] (p : n → R) (P : Matrix n n R) : Prop :=
  ∀ x y, p x * P x y = p y * P y x
```

Observables are compared through the weighted pairing $\langle f,g\rangle_p=\sum_x p(x)f(x)g(x)$. It contains no complex conjugation, even for complex observables.

```lean
/-- The `p`-weighted bilinear pairing of two observables. -/
def weightedInner {R : Type*} [CommRing R] (p f g : n → R) : R :=
  ∑ x, p x * f x * g x
```

## The symmetric form of the transition matrix

Rescaling the entries of $P$ gives

$$S(x,y)=\frac{\sqrt{p(x)}\,P(x,y)}{\sqrt{p(y)}}.$$

```lean
/-- The rescaled transition matrix with entries `√p(x) P(x,y) / √p(y)`. -/
def symmetrized (p : n → ℝ) (P : Matrix n n ℝ) : Matrix n n ℝ :=
  Matrix.of fun x y => √(p x) * P x y / √(p y)
```

Multiply $S(x,y)=S(y,x)$ by $\sqrt{p(x)}\sqrt{p(y)}$, which is positive. The result is $p(x)P(x,y)=p(y)P(y,x)$, so $S$ is symmetric exactly when detailed balance holds. In the proof, `div_eq_div_iff` clears the denominators and `linear_combination` replaces the squared roots by the weights.

```lean
omit [Fintype n] in
/-- For positive weights, the rescaled transition matrix is symmetric exactly when
detailed balance holds. -/
theorem symmetrized_isSymm_iff {p : n → ℝ} (hp : ∀ x, 0 < p x) (P : Matrix n n ℝ) :
    (symmetrized p P).IsSymm ↔ DetailedBalance p P := by
  have key : ∀ x y, symmetrized p P x y = symmetrized p P y x ↔
      p x * P x y = p y * P y x := by
    intro x y
    have hx := Real.sqrt_pos.2 (hp x)
    have hy := Real.sqrt_pos.2 (hp y)
    have sx := Real.mul_self_sqrt (hp x).le
    have sy := Real.mul_self_sqrt (hp y).le
    simp only [symmetrized, Matrix.of_apply]
    rw [div_eq_div_iff hy.ne' hx.ne']
    constructor <;> intro h
    · linear_combination h - P x y * sx + P y x * sy
    · linear_combination h + P x y * sx - P y x * sy
  constructor
  · intro h x y
    exact (key x y).1 (h.apply y x)
  · intro h
    exact Matrix.IsSymm.ext fun x y => (key y x).2 (h y x)
```

For positive weights, the rescaling changes the vectors but not the eigenvalues, because the roots $\sqrt{p(y)}$ cancel inside the sum:

$$\sum_y\frac{\sqrt{p(x)}P(x,y)}{\sqrt{p(y)}}\sqrt{p(y)}f(y)=\sqrt{p(x)}\,(Pf)(x).$$

If $Pf=af$, then $\sqrt p f$ is therefore an eigenvector of $S$ with the same $a$.

```lean
/-- The rescaled matrix acts on `√p f` as the transition matrix acts on `f`. -/
theorem symmetrized_mulVec {p : n → ℝ} (hp : ∀ x, 0 < p x) (P : Matrix n n ℝ)
    (f : n → ℝ) :
    symmetrized p P *ᵥ (fun x => √(p x) * f x) = fun x => √(p x) * (P *ᵥ f) x := by
  funext x
  simp only [symmetrized, Matrix.mulVec, dotProduct, Matrix.of_apply, Finset.mul_sum]
  refine Finset.sum_congr rfl fun y _ => ?_
  have hy := (Real.sqrt_pos.2 (hp y)).ne'
  field_simp
```

## Moving the matrix across the pairing

The spectral statements are derived directly from the pairing. Write out $\langle f,Pg\rangle_p$, exchange the names of the two states, and apply detailed balance to each term:

$$\langle f,Pg\rangle_p=\sum_{x,y}p(y)f(y)P(y,x)g(x)=\sum_{x,y}p(x)P(x,y)f(y)g(x)=\langle Pf,g\rangle_p.$$

`Finset.sum_comm` performs the exchange, and the final `linear_combination` is detailed balance multiplied by $-f(y)g(x)$.

```lean
/-- Under detailed balance the transition matrix can be moved from one side of the
weighted pairing to the other. -/
theorem weightedInner_mulVec {R : Type*} [CommRing R] {p : n → R} {P : Matrix n n R}
    (h : DetailedBalance p P) (f g : n → R) :
    weightedInner p f (P *ᵥ g) = weightedInner p (P *ᵥ f) g := by
  simp only [weightedInner, Matrix.mulVec, dotProduct, Finset.mul_sum, Finset.sum_mul]
  -- exchange the initial and final states, then use detailed balance term by term
  rw [Finset.sum_comm]
  refine Finset.sum_congr rfl fun x _ => Finset.sum_congr rfl fun y _ => ?_
  linear_combination (-(f y * g x)) * h x y
```

The lemma is stated for an arbitrary commutative ring `R`. The calculation uses only addition and multiplication, so the lemma holds for real and complex entries alike. Taking `R` to be ℂ serves the eigenvalue proof, and taking it to be ℝ serves orthogonality. Since the pairing is bilinear, the conjugate needed in the complex case is supplied as an ordinary argument.

## Real eigenvalues

Let $Pv=\mu v$ with $v\neq0$ complex. Since $P$ is real, conjugation gives $P\bar v=\bar\mu\bar v$. Pairing $\bar v$ with $v$ and moving $P$ across gives

$$\mu\sum_x p(x)|v(x)|^2=\langle\bar v,Pv\rangle_p=\langle P\bar v,v\rangle_p=\bar\mu\sum_x p(x)|v(x)|^2.$$

Hence $(\mu-\bar\mu)\sum_x p(x)|v(x)|^2=0$. The weights are positive and $v$ is non-zero somewhere, so the sum is positive and $\mu=\bar\mu$.

In the code, `P.map Complex.ofReal` is $P$ with its entries read as complex numbers. The steps `hC` and `hconj` supply complex detailed balance and the conjugate eigenvector, `e` is the product equation, and `hpos` is the positivity of the sum.

```lean
/-- Every complex eigenvalue of a real matrix in detailed balance with a positive weight
is real. -/
theorem eigenvalue_real {p : n → ℝ} (hp : ∀ x, 0 < p x) {P : Matrix n n ℝ}
    (h : DetailedBalance p P) {μ : ℂ} {v : n → ℂ} (hv0 : v ≠ 0)
    (hv : P.map Complex.ofReal *ᵥ v = μ • v) : μ.im = 0 := by
  have hC : DetailedBalance (fun x => (p x : ℂ)) (P.map Complex.ofReal) := by
    intro x y
    simp only [Matrix.map_apply]
    exact_mod_cast h x y
  -- the conjugate vector has the conjugate eigenvalue, since P is real
  have hconj : P.map Complex.ofReal *ᵥ (fun x => conj (v x)) =
      fun x => conj μ * conj (v x) := by
    funext x
    have hx := congrArg conj (congrFun hv x)
    simpa [Matrix.mulVec, dotProduct, map_sum] using hx
  have key := weightedInner_mulVec hC (fun x => conj (v x)) v
  rw [hv, hconj] at key
  unfold weightedInner at key
  have hn : ∀ x, ((Complex.normSq (v x) : ℝ) : ℂ) = conj (v x) * v x :=
    fun x => Complex.normSq_eq_conj_mul_self
  have e : (μ - conj μ) * ((∑ x, p x * Complex.normSq (v x) : ℝ) : ℂ) = 0 := by
    rw [Complex.ofReal_sum, sub_mul, Finset.mul_sum, Finset.mul_sum, sub_eq_zero]
    refine (Finset.sum_congr rfl fun x _ => ?_).trans
      (key.trans (Finset.sum_congr rfl fun x _ => ?_))
    · simp only [Complex.ofReal_mul, hn, Pi.smul_apply, smul_eq_mul]
      ring
    · simp only [Complex.ofReal_mul, hn]
      ring
  -- the weighted norm of a nonzero vector is positive
  have hpos : 0 < ∑ x, p x * Complex.normSq (v x) := by
    obtain ⟨x₀, hx₀⟩ := Function.ne_iff.mp hv0
    exact Finset.sum_pos' (fun x _ => mul_nonneg (hp x).le (Complex.normSq_nonneg _))
      ⟨x₀, Finset.mem_univ _, mul_pos (hp x₀) (Complex.normSq_pos.mpr hx₀)⟩
  have hz := (mul_eq_zero.mp e).resolve_right (Complex.ofReal_ne_zero.mpr hpos.ne')
  exact Complex.conj_eq_iff_im.mp (sub_eq_zero.mp hz).symm
```

## Orthogonal modes

For real $f,g$ with $Pf=af$, $Pg=bg$ and $a\neq b$, the same exchange gives

$$b\langle f,g\rangle_p=\langle f,Pg\rangle_p=\langle Pf,g\rangle_p=a\langle f,g\rangle_p,$$

so $(b-a)\langle f,g\rangle_p=0$ and the pairing vanishes. Positivity of $p$ plays no part here.

```lean
/-- Under detailed balance, real eigenvectors of distinct eigenvalues are orthogonal in the
weighted pairing. -/
theorem eigenvectors_orthogonal {p : n → ℝ} {P : Matrix n n ℝ}
    (h : DetailedBalance p P) {a b : ℝ} (hab : a ≠ b) {f g : n → ℝ}
    (hf : P *ᵥ f = a • f) (hg : P *ᵥ g = b • g) : weightedInner p f g = 0 := by
  have key := weightedInner_mulVec h f g
  rw [hf, hg] at key
  unfold weightedInner at key ⊢
  have e : b * ∑ x, p x * f x * g x = a * ∑ x, p x * f x * g x := by
    rw [Finset.mul_sum, Finset.mul_sum]
    refine (Finset.sum_congr rfl fun x _ => ?_).trans
      (key.trans (Finset.sum_congr rfl fun x _ => ?_))
    · simp only [Pi.smul_apply, smul_eq_mul]
      ring
    · simp only [Pi.smul_apply, smul_eq_mul]
      ring
  have hz : (b - a) * ∑ x, p x * f x * g x = 0 := by linear_combination e
  exact (mul_eq_zero.mp hz).resolve_left (sub_ne_zero.mpr hab.symm)
```

The three conclusions are now collected. The hypotheses are a finite state space, positive weights and detailed balance; $p$ need not be normalised, and $P$ need not have non-negative entries or unit row sums. The theorem gives neither a spectral gap nor a rate of convergence, and it does not cover continuous configuration spaces.

```lean
/-- Detailed balance with a positive weight makes the rescaled matrix symmetric, all complex
eigenvalues real, and real eigenvectors of distinct eigenvalues orthogonal in the
weighted pairing. -/
theorem detailedBalance_spectrum {p : n → ℝ} (hp : ∀ x, 0 < p x) {P : Matrix n n ℝ}
    (h : DetailedBalance p P) :
    (symmetrized p P).IsSymm ∧
    (∀ (μ : ℂ) (v : n → ℂ), v ≠ 0 → P.map Complex.ofReal *ᵥ v = μ • v → μ.im = 0) ∧
    (∀ (a b : ℝ) (f g : n → ℝ), a ≠ b → P *ᵥ f = a • f → P *ᵥ g = b • g →
      weightedInner p f g = 0) :=
  ⟨(symmetrized_isSymm_iff hp P).2 h,
    fun _ _ hv0 hv => eigenvalue_real hp h hv0 hv,
    fun _ _ _ _ hab hf hg => eigenvectors_orthogonal h hab hf hg⟩
```

Unit row sums enter only now. They make the constant observable $1$ an eigenvector with eigenvalue $1$. Any $f$ with $Pf=af$ and $a\neq1$ is then orthogonal to it:

$$\sum_x p(x)f(x)=\langle f,1\rangle_p=0.$$

For normalised weights, such a mode has zero equilibrium average.

```lean
/-- If the rows of `P` sum to one and detailed balance holds, an eigenvector with eigenvalue
other than one has zero `p`-weighted sum. -/
theorem weighted_sum_eq_zero {p : n → ℝ} {P : Matrix n n ℝ} (h : DetailedBalance p P)
    (hrow : ∀ x, ∑ y, P x y = 1) {a : ℝ} (ha : a ≠ 1) {f : n → ℝ}
    (hf : P *ᵥ f = a • f) : ∑ x, p x * f x = 0 := by
  have hone : P *ᵥ (fun _ => (1 : ℝ)) = (1 : ℝ) • (fun _ => (1 : ℝ)) := by
    funext x
    simp [Matrix.mulVec, dotProduct, hrow]
  have ho := eigenvectors_orthogonal h ha hf hone
  simpa [weightedInner] using ho
```

## Two states, and a ring of four

With a single state, detailed balance is automatic and the only eigenvalue is the real entry of $P$. Two states are the smallest case with distinct modes. Take $p=(1/3,2/3)$ and

$$P=\begin{pmatrix}0&1\\1/2&1/2\end{pmatrix}.$$

The flows between the states are both $1/3$. The eigenvectors $(1,1)$ and $(2,-1)$ have eigenvalues $1$ and $-1/2$, and their weighted pairing is $2/3-2/3=0$. Normalised in this pairing, they are $(1,1)$ and $(2,-1)/\sqrt2$.

```lean
/-- A two-state chain with weights 1/3 and 2/3 satisfies detailed balance and has
eigenvectors (1, 1) and (2, -1) with eigenvalues 1 and -1/2. -/
theorem detailedBalance_witness :
    (∀ x, 0 < (![1/3, 2/3] : Fin 2 → ℝ) x) ∧
    DetailedBalance (![1/3, 2/3] : Fin 2 → ℝ) !![0, 1; 1/2, 1/2] ∧
    (!![0, 1; 1/2, 1/2] : Matrix (Fin 2) (Fin 2) ℝ) *ᵥ ![1, 1] = (1 : ℝ) • ![1, 1] ∧
    (!![0, 1; 1/2, 1/2] : Matrix (Fin 2) (Fin 2) ℝ) *ᵥ ![2, -1] =
      (-1/2 : ℝ) • ![2, -1] := by
  refine ⟨?_, ?_, ?_, ?_⟩
  · intro x
    fin_cases x <;> norm_num
  · intro x y
    fin_cases x <;> fin_cases y <;> norm_num
  · ext x
    fin_cases x <;> norm_num [Matrix.mulVec, dotProduct, Fin.sum_univ_two]
  · ext x
    fin_cases x <;> norm_num [Matrix.mulVec, dotProduct, Fin.sum_univ_two]
```

When the rows of $P$ sum to one, summing detailed balance over $x$ gives $\sum_x p(x)P(x,y)=p(y)$, so the weights are preserved. The converse fails. Consider a walker that always steps to the next site of a four-site ring.

```lean
/-- The chain that steps deterministically around a ring of four states. -/
def cyclicChain : Matrix (Fin 4) (Fin 4) ℝ :=
  !![0, 1, 0, 0; 0, 0, 1, 0; 0, 0, 0, 1; 1, 0, 0, 0]
```

Every column sums to one, so the uniform weight is preserved, but all the flow runs one way round. For $v=(1,i,-1,-i)$, each entry of $Pv$ is the next entry of $v$, which is $i$ times the present one. Thus $Pv=iv$, and stationarity alone does not give a real spectrum. In simulation practice the distinction matters for updates applied in a fixed order: even on a finite state space, such a sweep can preserve the Boltzmann weights without satisfying detailed balance.

```lean
/-- The cyclic chain has unit row sums and unit column sums, and it has the
eigenvalue `i`. -/
theorem cyclicChain_eigenvalue_I :
    (∀ x, ∑ y, cyclicChain x y = 1) ∧ (∀ y, ∑ x, cyclicChain x y = 1) ∧
    cyclicChain.map Complex.ofReal *ᵥ ![1, Complex.I, -1, -Complex.I] =
      Complex.I • ![1, Complex.I, -1, -Complex.I] := by
  refine ⟨?_, ?_, ?_⟩
  · intro x
    fin_cases x <;> simp [cyclicChain, Fin.sum_univ_four]
  · intro y
    fin_cases y <;> simp [cyclicChain, Fin.sum_univ_four]
  · ext x
    fin_cases x <;> simp [cyclicChain, Matrix.mulVec, dotProduct, Fin.sum_univ_four]

end

end ReversibleChainSpectrum
```

```lean
#print axioms ReversibleChainSpectrum.symmetrized_mulVec
#print axioms ReversibleChainSpectrum.detailedBalance_spectrum
#print axioms ReversibleChainSpectrum.weighted_sum_eq_zero
#print axioms ReversibleChainSpectrum.cyclicChain_eigenvalue_I
```

```
'ReversibleChainSpectrum.symmetrized_mulVec' depends on axioms: [propext, Classical.choice, Quot.sound]
'ReversibleChainSpectrum.detailedBalance_spectrum' depends on axioms: [propext, Classical.choice, Quot.sound]
'ReversibleChainSpectrum.weighted_sum_eq_zero' depends on axioms: [propext, Classical.choice, Quot.sound]
'ReversibleChainSpectrum.cyclicChain_eigenvalue_I' depends on axioms: [propext, Classical.choice, Quot.sound]
```
